# Two-sided bounds on the zero-point energy of coupled oscillators from a matrix square-root iteration

Stop an iterative matrix square root early, and its trace is off by an unknown amount. Without a bound, one cannot even say whether the resulting zero-point energy is too high or too low.

Coupled harmonic oscillators have a mass-weighted force-constant matrix C, whose eigenvalues λ_i are the squared normal-mode frequencies. With ħ = 1, the zero-point energy is

E = ½ Σ_i √λ_i.

Here C is real, finite and positive definite (`hC : C.PosDef`, which includes symmetry). Every mode is therefore bound, and free translations and rotations, with λ = 0, have been removed. Treating a real system as harmonic remains a physical approximation.

```lean
import Mathlib

open Matrix Filter
open scoped Topology

namespace ZeroPointNewton

noncomputable section

variable {n : Type*} [Fintype n] [DecidableEq n] {C : Matrix n n ℝ}
```

The iteration starts from X_0 = 1, the identity matrix in the chosen unit of frequency, and uses the matrix inverse:

X_(k+1) = ½ (X_k + X_k⁻¹ C).

```lean
/-- The matrix square-root iteration `X₀ = 1`, `Xₖ₊₁ = (Xₖ + Xₖ⁻¹ C) / 2`,
meant for positive definite `C`. -/
def newtonSqrt (C : Matrix n n ℝ) : ℕ → Matrix n n ℝ
  | 0 => 1
  | k + 1 => (1 / 2 : ℝ) • (newtonSqrt C k + (newtonSqrt C k)⁻¹ * C)
```

For one mode with squared frequency c, write x_k for `heron c k`.

```lean
/-- The same iteration for a single mode with squared frequency `c > 0`. -/
def heron (c : ℝ) : ℕ → ℝ
  | 0 => 1
  | k + 1 => (heron c k + c / heron c k) / 2
```

Let the columns of U be orthonormal eigenvectors of C, in the order of the λ_i. A function of C is f(C) = U diag(f(λ_i)) Uᵀ, written `modeFn hC f`; for real matrices `star` is the transpose.

```lean
/-- The function `f` of the force-constant matrix `C`: in the basis of normal modes it is
diagonal, with `f` applied to each squared frequency. -/
def modeFn (hC : C.PosDef) (f : ℝ → ℝ) : Matrix n n ℝ :=
  (hC.isHermitian.eigenvectorUnitary : Matrix n n ℝ) *
    diagonal (fun i => f (hC.isHermitian.eigenvalues i)) *
    star (hC.isHermitian.eigenvectorUnitary : Matrix n n ℝ)
```

The choice f = √ defines √C.

```lean
/-- The square root of `C`, taken mode by mode. -/
def matSqrt (hC : C.PosDef) : Matrix n n ℝ := modeFn hC Real.sqrt
```

The energy E is `zeroPointEnergy hC`.

```lean
/-- The zero-point energy of coupled oscillators with mass-weighted force-constant matrix `C`:
half the sum of the normal-mode frequencies, in units with `ħ = 1`. -/
def zeroPointEnergy (hC : C.PosDef) : ℝ :=
  1 / 2 * ∑ i, Real.sqrt (hC.isHermitian.eigenvalues i)
```

## (a) Positive iterates for one mode

For c > 0, show that for every k

x_k > 0.

**Solution.** x_0 = 1. If x_k > 0, then c/x_k > 0, and so is half their sum. `positivity` checks this induction step.

```lean
/-- For a single mode with `c > 0` all iterates are positive. -/
theorem heron_pos {c : ℝ} (hc : 0 < c) (k : ℕ) : 0 < heron c k := by
  induction k with
  | zero => exact one_pos
  | succ k ih =>
    change 0 < (heron c k + c / heron c k) / 2
    positivity
```

## (b) The frequency between two numbers

For c > 0 and k ≥ 0, show that

c/x_(k+1) ≤ √c ≤ x_(k+1).

**Solution.** Put s = √c. Then

x_(k+1) − s = (x_k² + s² − 2s x_k)/(2x_k) = (x_k − s)²/(2x_k) ≥ 0.

Multiplying s ≤ x_(k+1) by s gives c ≤ s x_(k+1); divide by x_(k+1). The error identity is `herr`, and `nlinarith` completes the lower bound.

```lean
/-- For `c > 0`, from the first step on, the iterate `x` is at least the frequency `√c` and `c / x`
is at most `√c`. -/
theorem heron_bracket {c : ℝ} (hc : 0 < c) (k : ℕ) :
    c / heron c (k + 1) ≤ Real.sqrt c ∧ Real.sqrt c ≤ heron c (k + 1) := by
  have hs := Real.sq_sqrt hc.le
  have hx := heron_pos hc k
  -- the new error is a square divided by a positive number
  have herr : heron c (k + 1) - Real.sqrt c
      = (heron c k - Real.sqrt c) ^ 2 / (2 * heron c k) := by
    have h1 : c / heron c k * heron c k = c := div_mul_cancel₀ _ hx.ne'
    change (heron c k + c / heron c k) / 2 - Real.sqrt c = _
    rw [eq_div_iff (by positivity)]
    linear_combination h1 - hs
  have hup : Real.sqrt c ≤ heron c (k + 1) := by
    have : 0 ≤ (heron c k - Real.sqrt c) ^ 2 / (2 * heron c k) := by positivity
    linarith
  refine ⟨?_, hup⟩
  rw [div_le_iff₀ (heron_pos hc (k + 1))]
  nlinarith [mul_le_mul_of_nonneg_left hup (Real.sqrt_nonneg c)]
```

## (c) Convergence for one mode

For c > 0, show that

x_k → √c.

**Solution.** By (b),

x_(k+2) − s = ½(x_(k+1) − s) + ½(c/x_(k+1) − s) ≤ ½(x_(k+1) − s).

Hence 0 ≤ x_(k+1) − s ≤ (x_1 − s)/2^k, which tends to zero. `hb` is this bound, and a squeeze argument gives the limit.

```lean
/-- For a single mode with `c > 0` the iteration converges to the frequency `√c`. -/
theorem heron_tendsto {c : ℝ} (hc : 0 < c) :
    Tendsto (heron c) atTop (𝓝 (Real.sqrt c)) := by
  -- after the first step the error is at least halved each time
  have hb : ∀ k, heron c (k + 1)
      ≤ Real.sqrt c + (heron c 1 - Real.sqrt c) * (1 / 2 : ℝ) ^ k := by
    intro k
    induction k with
    | zero => simp
    | succ k ih =>
      have h1 := (heron_bracket hc k).1
      have h2 : heron c (k + 1 + 1)
          = (heron c (k + 1) + c / heron c (k + 1)) / 2 := rfl
      rw [h2, pow_succ]
      linarith
  have hl := ((tendsto_pow_atTop_nhds_zero_of_lt_one (by norm_num : (0 : ℝ) ≤ 1 / 2)
    (by norm_num)).const_mul (heron c 1 - Real.sqrt c)).const_add (Real.sqrt c)
  rw [mul_zero, add_zero] at hl
  exact (tendsto_add_atTop_iff_nat 1).1
    (tendsto_of_tendsto_of_tendsto_of_le_of_le tendsto_const_nhds hl
      (fun k => (heron_bracket hc k).2) hb)
```

## (d) Products of functions of C

Show that f(x) = x gives C itself, and that for all f and g

f(C) g(C) = (fg)(C).

**Solution.** The first claim is the spectral decomposition of C. For the second, UᵀU = 1 removes the middle factors:

U diag(f(λ_i)) UᵀU diag(g(λ_i)) Uᵀ = U diag(f(λ_i)g(λ_i)) Uᵀ.

```lean
/-- The identity function of `C` is `C` itself, and functions of `C` multiply mode by mode. -/
theorem modeFn_algebra (hC : C.PosDef) :
    modeFn hC (fun x => x) = C ∧
    ∀ f g : ℝ → ℝ, modeFn hC f * modeFn hC g = modeFn hC (fun x => f x * g x) := by
  constructor
  · have h := hC.isHermitian.spectral_theorem
    rw [Unitary.conjStarAlgAut_apply] at h
    exact h.symm
  · intro f g
    have hU := mem_unitaryGroup_iff'.1 hC.isHermitian.eigenvectorUnitary.2
    unfold modeFn
    rw [← diagonal_mul_diagonal]
    generalize (hC.isHermitian.eigenvectorUnitary : Matrix n n ℝ) = U at hU ⊢
    simp only [mul_assoc]
    rw [← mul_assoc (star U) U, hU, one_mul]
```

## (e) Trace as a sum over modes

Show that

tr f(C) = Σ_i f(λ_i).

**Solution.** Move U cyclically to the right end of the trace and use UᵀU = 1.

```lean
/-- The trace of a function of `C` is the sum of its values over the normal modes. -/
theorem modeFn_trace (hC : C.PosDef) (f : ℝ → ℝ) :
    (modeFn hC f).trace = ∑ i, f (hC.isHermitian.eigenvalues i) := by
  have hU := mem_unitaryGroup_iff'.1 hC.isHermitian.eigenvectorUnitary.2
  unfold modeFn
  rw [trace_mul_comm, ← mul_assoc, hU, one_mul, trace_diagonal]
```

## (f) Positive functions

If f(x) > 0 for all x > 0, show that f(C) is symmetric and that for v ≠ 0

vᵀ f(C) v > 0.

**Solution.** U diag(f(λ_i)) Uᵀ equals its own transpose. The quadratic form is Σ_i f(λ_i) (Uᵀv)_i². Each f(λ_i) is positive, and Uᵀv ≠ 0. Lean starts from the positive diagonal matrix and checks that U loses no vector.

```lean
/-- A function that is positive on positive numbers gives a positive definite matrix. -/
theorem modeFn_posDef (hC : C.PosDef) {f : ℝ → ℝ} (hf : ∀ x, 0 < x → 0 < f x) :
    (modeFn hC f).PosDef := by
  have hU := mem_unitaryGroup_iff.1 hC.isHermitian.eigenvectorUnitary.2
  have hD : (diagonal (fun i => f (hC.isHermitian.eigenvalues i))).PosDef :=
    PosDef.diagonal fun i => hf _ (hC.eigenvalues_pos i)
  refine hD.mul_mul_conjTranspose_same ?_
  intro v w h
  have h' := congrArg
    (fun u => u ᵥ* star (hC.isHermitian.eigenvectorUnitary : Matrix n n ℝ)) h
  simpa only [vecMul_vecMul, hU, vecMul_one] using h'
```

## (g) The matrix iteration, mode by mode

Let x_k(λ) be the one-mode iterate for c = λ. Show that

X_k = x_k(C).

**Solution.** At k = 0, UUᵀ = 1. If the claim holds at k, (a) and (d) show that X_k⁻¹ has mode values 1/x_k(λ_i) (`hinv`), so X_k⁻¹C has values λ_i/x_k(λ_i) (`hprod`). Averaging with X_k gives x_(k+1)(λ_i) (`hd`).

```lean
/-- For positive definite `C` the matrix iteration acts on each normal mode separately,
as the single-mode iteration. -/
theorem newtonSqrt_eq_modeFn (hC : C.PosDef) (k : ℕ) :
    newtonSqrt C k = modeFn hC (fun x => heron x k) := by
  have hone : modeFn hC (fun _ => 1) = 1 := by
    have hU := mem_unitaryGroup_iff.1 hC.isHermitian.eigenvectorUnitary.2
    unfold modeFn
    rw [diagonal_one, mul_one, hU]
  induction k with
  | zero => exact hone.symm
  | succ k ih =>
    -- the inverse is taken mode by mode
    have hinv : (modeFn hC (fun x => heron x k))⁻¹ = modeFn hC (fun x => (heron x k)⁻¹) := by
      apply inv_eq_right_inv
      have hm : ∀ i, heron (hC.isHermitian.eigenvalues i) k *
          (heron (hC.isHermitian.eigenvalues i) k)⁻¹ = 1 :=
        fun i => mul_inv_cancel₀ (heron_pos (hC.eigenvalues_pos i) k).ne'
      rw [(modeFn_algebra hC).2, ← hone]
      simp only [modeFn, hm]
    have hprod : (modeFn hC (fun x => heron x k))⁻¹ * C
        = modeFn hC (fun x => (heron x k)⁻¹ * x) := by
      rw [hinv, ← (modeFn_algebra hC).2, (modeFn_algebra hC).1]
    have hd : diagonal (fun i => heron (hC.isHermitian.eigenvalues i) (k + 1))
        = (1 / 2 : ℝ) • (diagonal (fun i => heron (hC.isHermitian.eigenvalues i) k) +
          diagonal (fun i => (heron (hC.isHermitian.eigenvalues i) k)⁻¹ *
            hC.isHermitian.eigenvalues i)) := by
      ext i j
      by_cases h : i = j
      · subst h
        simp only [Matrix.smul_apply, Matrix.add_apply, diagonal_apply_eq, smul_eq_mul, heron]
        ring
      · simp [h]
    change (1 / 2 : ℝ) • (newtonSqrt C k + (newtonSqrt C k)⁻¹ * C) = _
    rw [ih, hprod]
    unfold modeFn
    rw [hd, Matrix.mul_smul, Matrix.smul_mul, mul_add, add_mul]
```

## (h) The square root and its trace

Show that √C is positive definite and

(√C)² = C, tr √C = 2E.

**Solution.** Apply (f), (d) and (e) to f = √, using √λ_i √λ_i = λ_i.

```lean
/-- The square root of a positive definite `C` is positive definite, squares to `C`,
and has twice the zero-point energy as its trace. -/
theorem matSqrt_spec (hC : C.PosDef) :
    (matSqrt hC).PosDef ∧ matSqrt hC * matSqrt hC = C ∧
      (matSqrt hC).trace = 2 * zeroPointEnergy hC := by
  refine ⟨modeFn_posDef hC fun x hx => Real.sqrt_pos.2 hx, ?_, ?_⟩
  · have hs := fun i => Real.mul_self_sqrt (hC.eigenvalues_pos i).le
    unfold matSqrt
    rw [(modeFn_algebra hC).2]
    refine Eq.trans ?_ (modeFn_algebra hC).1
    simp only [modeFn, hs]
  · rw [matSqrt, modeFn_trace, zeroPointEnergy]
    ring
```

## (i) Convergence and energy bounds

Show that every X_k is positive definite, that X_k → √C, and that for k ≥ 0

tr X_(k+2) ≤ tr X_(k+1),

tr(X_(k+1)⁻¹ C) ≤ 2E ≤ tr X_(k+1).

**Solution.** Positivity follows from (g), (a) and (f). By (c) each mode value converges, and d ↦ U diag(d) Uᵀ is continuous, so the matrices converge. Summing (b) over modes gives the energy bounds. The update then gives

tr X_(k+2) = ½[tr X_(k+1) + tr(X_(k+1)⁻¹ C)] ≤ tr X_(k+1).

Lean obtains the lower bound by combining this trace identity (`hrec`) with the summed inequality `hlow`, 2 tr X_(k+2) ≤ tr X_(k+1) + 2E.

```lean
/-- For positive definite `C` the iterates stay positive definite and converge to `√C`.
From the first step on their traces are nonincreasing, and twice the zero-point energy lies
between `tr (X⁻¹ C)` and `tr X`. -/
theorem newtonSqrt_zeroPointEnergy (hC : C.PosDef) :
    (∀ k, (newtonSqrt C k).PosDef) ∧
    Tendsto (newtonSqrt C) atTop (𝓝 (matSqrt hC)) ∧
    ∀ k, (newtonSqrt C (k + 2)).trace ≤ (newtonSqrt C (k + 1)).trace ∧
      ((newtonSqrt C (k + 1))⁻¹ * C).trace ≤ 2 * zeroPointEnergy hC ∧
      2 * zeroPointEnergy hC ≤ (newtonSqrt C (k + 1)).trace := by
  refine ⟨fun k => ?_, ?_, fun k => ?_⟩
  · rw [newtonSqrt_eq_modeFn hC]
    exact modeFn_posDef hC fun x hx => heron_pos hx k
  · -- the passage from mode values to the matrix is continuous
    have hcont : Continuous (fun d : n → ℝ =>
        (hC.isHermitian.eigenvectorUnitary : Matrix n n ℝ) * diagonal d *
          star (hC.isHermitian.eigenvectorUnitary : Matrix n n ℝ)) :=
      (continuous_const.matrix_mul continuous_id.matrix_diagonal).matrix_mul continuous_const
    rw [show newtonSqrt C = fun k => modeFn hC (fun x => heron x k) from
      funext (newtonSqrt_eq_modeFn hC)]
    exact (hcont.tendsto _).comp
      (tendsto_pi_nhds.2 fun i => heron_tendsto (hC.eigenvalues_pos i))
  · have hE : 2 * zeroPointEnergy hC
        = ∑ i, Real.sqrt (hC.isHermitian.eigenvalues i) := by
      rw [zeroPointEnergy]
      ring
    have ht : ∀ m, (newtonSqrt C m).trace
        = ∑ i, heron (hC.isHermitian.eigenvalues i) m := fun m => by
      rw [newtonSqrt_eq_modeFn hC, modeFn_trace]
    have hup : 2 * zeroPointEnergy hC ≤ (newtonSqrt C (k + 1)).trace := by
      rw [hE, ht]
      exact Finset.sum_le_sum fun i _ => (heron_bracket (hC.eigenvalues_pos i) k).2
    have hlow : 2 * (newtonSqrt C (k + 2)).trace
        ≤ (newtonSqrt C (k + 1)).trace + 2 * zeroPointEnergy hC := by
      rw [hE, ht, ht, Finset.mul_sum, ← Finset.sum_add_distrib]
      refine Finset.sum_le_sum fun i _ => ?_
      have h1 := (heron_bracket (hC.eigenvalues_pos i) k).1
      change 2 * ((heron _ (k + 1) + _ / heron _ (k + 1)) / 2) ≤ _
      linarith
    -- the trace of the update rule links the two bounds
    have hrec : (newtonSqrt C (k + 2)).trace = 1 / 2 *
        ((newtonSqrt C (k + 1)).trace + ((newtonSqrt C (k + 1))⁻¹ * C).trace) := by
      change ((1 / 2 : ℝ) • (newtonSqrt C (k + 1) + (newtonSqrt C (k + 1))⁻¹ * C)).trace = _
      rw [trace_smul, trace_add, smul_eq_mul]
    exact ⟨by linarith, by linarith, hup⟩
```

## (j) The starting matrix

For the single mode C = (4), show that

tr X_0 < 2E.

**Solution.** tr X_0 = 1, while 2E = √4 = 2. Lean identifies the eigenvalue as 4 through the trace formula (e).

```lean
/-- The starting matrix gives no upper bound in general: for one mode with squared frequency 4,
the trace of `X₀` is below twice the zero-point energy. -/
theorem start_not_upper_bound :
    ∃ hC : (diagonal (fun _ : Fin 1 => (4 : ℝ))).PosDef,
      (newtonSqrt (diagonal (fun _ : Fin 1 => (4 : ℝ))) 0).trace < 2 * zeroPointEnergy hC := by
  have hC : (diagonal (fun _ : Fin 1 => (4 : ℝ))).PosDef :=
    PosDef.diagonal fun _ => by norm_num
  refine ⟨hC, ?_⟩
  have h := modeFn_trace hC (fun x => x)
  rw [(modeFn_algebra hC).1] at h
  simp only [trace_diagonal, Fin.sum_univ_one] at h
  have h2 : (1 : ℝ) < Real.sqrt 4 := by
    rw [Real.lt_sqrt (by norm_num)]
    norm_num
  simp only [newtonSqrt, trace_one, Fintype.card_fin, zeroPointEnergy, Fin.sum_univ_one, ← h]
  push_cast
  linarith

end

end ZeroPointNewton
```

```lean
#print axioms ZeroPointNewton.matSqrt_spec
#print axioms ZeroPointNewton.newtonSqrt_zeroPointEnergy
#print axioms ZeroPointNewton.start_not_upper_bound
```

```
'ZeroPointNewton.matSqrt_spec' depends on axioms: [propext, Classical.choice, Quot.sound]
'ZeroPointNewton.newtonSqrt_zeroPointEnergy' depends on axioms: [propext, Classical.choice, Quot.sound]
'ZeroPointNewton.start_not_upper_bound' depends on axioms: [propext, Classical.choice, Quot.sound]
```

## One step for coupled atomic dipoles

In a many-body dispersion model with one harmonic dipole per atom, N atoms give a 3N × 3N matrix C. Provided the coupling leaves it positive definite, a step with k ≥ 1 solves X_k Y = C by Cholesky factorisation, reads off ½ tr Y ≤ E ≤ ½ tr X_k, and sets X_(k+1) = ½(X_k + Y). Subtracting the zero-point energy of the uncoupled dipoles turns these into bounds on the model's dispersion energy.

For the mode in (j), X_1 = 2.5 and Y = 1.6, so 0.8 ≤ E ≤ 1.25. These bounds refer to unrounded iterates; in floating point, this form of the iteration can become unstable even for well-conditioned C. Near √C, rounding errors that mix modes can grow from step to step once the largest eigenvalue of C exceeds nine times the smallest, that is, once the frequencies differ by more than a factor of 3.
